# For finitely many levels, the Van Vleck susceptibility tends at low temperature to the ground level's constant term if that level has no Curie term

## An ion with two levels

As a simplified model, keep only the two lowest levels of an ion: a nonmagnetic ground level $J=0$ at energy $0$ and a threefold degenerate level $J=1$ at energy $\Delta>0$. Let $\beta=1/T$ in units with $k_B=1$. The ground level contributes a constant $a_0$ to the susceptibility. The excited level contributes $a_1+b_1\beta$, where the second term is the Curie response of its permanent moment. The thermal average is

$$\chi(\beta)=\frac{a_0+3(a_1+b_1\beta)e^{-\beta\Delta}}{1+3e^{-\beta\Delta}} .$$

On cooling, the Curie term grows like $\beta$, but its Boltzmann factor falls exponentially. The product vanishes, and $\chi\to a_0$.

For numbers, set $\Delta=a_0=b_1=1$. If the two levels mix only with each other, the field raises one of the three excited states by as much as it lowers the ground state, so $a_1=-a_0/3=-1/3$. Then $\chi-1=(3\beta-4)e^{-\beta}/(1+3e^{-\beta})$. At $\beta=5$ this is $0.0741/1.0202\approx0.073$; at $\beta=10$ it is about $0.0012$.

## Finitely many levels and one ground level

Let the levels be labelled by $j$ in a finite set, with weights $g_j>0$, energies $E_j$ and responses $R_j(\beta)=a_j+b_j\beta$. One level $o$ has $E_o=0$, and all others have $E_j>0$. Define

$$Z(\beta)=\sum_j g_je^{-\beta E_j},\qquad \chi(\beta)=\frac{1}{Z(\beta)}\sum_j g_jR_j(\beta)e^{-\beta E_j}.$$

The main statement is that $\chi(\beta)-(a_o+b_o\beta)\to0$ as $\beta\to\infty$. If $b_o=0$, then $\chi\to a_o$.

In Lean, `ι` is the finite type of levels, `partitionFunction` is $Z$ and `vanVleck` is $\chi$. The hypotheses `hg`, `hE0` and `hE` say that the weights are positive, that the ground energy is zero and that every other energy is positive. `Tendsto … atTop (𝓝 (a o))` is the limit $\beta\to\infty$. The condition `hb : b o = 0` says that the ground level has no permanent moment to align with the field.

The averaging formula is the starting point here: it is not derived from a Hamiltonian in a magnetic field. The $a_j$, which physically come from field-induced mixing with other states, are arbitrary real constants. A ground degeneracy belongs in $g_o$; two separate labels at zero energy are excluded. For non-interacting ions, modelled with finitely many levels, the result describes the low-temperature plateau of the susceptibility when the ground level has $J=0$, as in Eu³⁺.

## The excited levels lose to their Boltzmann factors

Every term of $Z$ is positive and the ground term equals $g_o$, so $Z\ge g_o>0$. Writing $R_o=R_oZ/Z$ and subtracting gives

$$\chi-R_o=\frac1Z\sum_j g_j(R_j-R_o)e^{-\beta E_j}.$$

The triangle inequality and $Z\ge g_o$ then give, at every $\beta$,

$$|\chi-R_o|\le\frac1{g_o}\sum_j g_j\,\bigl|(a_j-a_o)+(b_j-b_o)\beta\bigr|\,e^{-\beta E_j}.$$

The term $j=o$ is zero. Each other term has the form $|c+d\beta|e^{-\beta\Delta}$ up to a constant factor, with $\Delta=E_j>0$. With $x=\beta\Delta$,

$$(c+d\beta)e^{-\beta\Delta}=c\,e^{-x}+\frac d\Delta\,x e^{-x}.$$

For $x>0$ we have $e^x\ge x^2/2$, hence $xe^{-x}\le2/x\to0$. Both parts vanish, and a finite sum of vanishing terms vanishes.

## What the ground Curie coefficient decides

For $\beta>0$,

$$\frac{\chi}{\beta}=\frac{\chi-R_o}{\beta}+\frac{a_o}{\beta}+b_o\longrightarrow b_o .$$

This quantity is $\chi T$, so its low-temperature limit is the ground Curie coefficient. If $\chi$ has a finite limit, then $\chi/\beta\to0$, and uniqueness of limits forces $b_o=0$. The converse is the main result, so a finite limit exists exactly when $b_o=0$.

For a multiplet $J=0,\dots,n$, take $g_J=2J+1$, $E_J=\lambda J(J+1)/2$ with $\lambda>0$, and $b_J=\gamma_J^2J(J+1)/3$. Here $\lambda$ is the spin–orbit constant that sets the Landé intervals $E_J-E_{J-1}=\lambda J$, and $\gamma_J$ is the moment per unit of angular momentum. At $J=0$ both the energy and the Curie coefficient are zero, while $E_J>0$ for $J>0$. Hence $\chi\to a_0$. For $n=0$ only the ground level is present and $\chi=a_0$ throughout. A complete multiplet of this kind in LS coupling has $L=S=n/2$ with $L$ an integer, so $n$ is even; for odd $n$ the list of levels is a truncation, to which the limit still applies.

## Energies measured from the ground level in code

A program that evaluates $\chi$ can first subtract the lowest energy from all $E_j$. The common factor cancels between numerator and denominator, so $\chi$ is unchanged. After the shift the denominator is at least $g_o$, even when every excited Boltzmann factor underflows to zero. Without it, a large positive energy offset can make all the exponentials underflow and leave $0/0$.

## The definitions and limits in Lean

```lean
import Mathlib

open Filter Topology

namespace VanVleckIonicMoment

noncomputable section

variable {ι : Type*} [Fintype ι]

/-- Partition function of an ion whose levels have weights `g j` and energies `E j`,
at inverse temperature `β`. -/
def partitionFunction (g E : ι → ℝ) (β : ℝ) : ℝ :=
  ∑ j, g j * Real.exp (-β * E j)

/-- Van Vleck average of the level susceptibilities `a j + b j * β`, for a nonzero partition
function; `a j` is the temperature-independent part and `b j` the Curie coefficient. -/
def vanVleck (g E a b : ι → ℝ) (β : ℝ) : ℝ :=
  (∑ j, g j * (a j + b j * β) * Real.exp (-β * E j)) / partitionFunction g E β

/-- If all weights are positive, the partition function is at least the weight of a level at zero
energy. -/
theorem ground_le_partitionFunction {g E : ι → ℝ} {o : ι} (hg : ∀ j, 0 < g j)
    (hE0 : E o = 0) (β : ℝ) : g o ≤ partitionFunction g E β := by
  have h := Finset.single_le_sum (f := fun j => g j * Real.exp (-β * E j))
    (fun j _ => (mul_pos (hg j) (Real.exp_pos _)).le) (Finset.mem_univ o)
  simpa [partitionFunction, hE0] using h

/-- The Van Vleck average minus the response of one level `o` is the thermal average of
the differences between the level responses and that of `o`. -/
theorem vanVleck_sub_ground {g E : ι → ℝ} (a b : ι → ℝ) (o : ι) {β : ℝ}
    (hZ : partitionFunction g E β ≠ 0) :
    vanVleck g E a b β - (a o + b o * β) =
      (∑ j, g j * ((a j - a o) + (b j - b o) * β) * Real.exp (-β * E j)) /
        partitionFunction g E β := by
  rw [vanVleck, eq_div_iff hZ, sub_mul, div_mul_cancel₀ _ hZ, partitionFunction,
    Finset.mul_sum, ← Finset.sum_sub_distrib]
  exact Finset.sum_congr rfl (fun j _ => by ring)

/-- For positive weights and a level `o` at zero energy, the absolute difference between the Van
Vleck average and the response of `o` is at most the sum of the absolute response differences, each
times its weight and Boltzmann factor, divided by `g o`. -/
theorem abs_vanVleck_sub_ground_le {g E : ι → ℝ} (a b : ι → ℝ) {o : ι}
    (hg : ∀ j, 0 < g j) (hE0 : E o = 0) (β : ℝ) :
    |vanVleck g E a b β - (a o + b o * β)| ≤
      (∑ j, g j * |(a j - a o) + (b j - b o) * β| * Real.exp (-β * E j)) / g o := by
  have hle := ground_le_partitionFunction hg hE0 β
  have hZ : 0 < partitionFunction g E β := lt_of_lt_of_le (hg o) hle
  rw [vanVleck_sub_ground a b o hZ.ne', abs_div, abs_of_pos hZ]
  refine div_le_div₀ ?_ ?_ (hg o) hle
  · exact Finset.sum_nonneg (fun j _ =>
      mul_nonneg (mul_nonneg (hg j).le (abs_nonneg _)) (Real.exp_pos _).le)
  · refine (Finset.abs_sum_le_sum_abs _ _).trans (le_of_eq ?_)
    exact Finset.sum_congr rfl (fun j _ => by
      rw [abs_mul, abs_mul, abs_of_pos (hg j), abs_of_pos (Real.exp_pos _)])

/-- A response linear in `β`, weighted by the Boltzmann factor of a positive excitation
energy `Δ`, vanishes at low temperature. -/
theorem tendsto_excited (c d : ℝ) {Δ : ℝ} (hΔ : 0 < Δ) :
    Tendsto (fun β : ℝ => (c + d * β) * Real.exp (-β * Δ)) atTop (𝓝 0) := by
  have hs : Tendsto (fun β : ℝ => β * Δ) atTop atTop := tendsto_id.atTop_mul_const hΔ
  have h0 : Tendsto (fun β : ℝ => Real.exp (-(β * Δ))) atTop (𝓝 0) :=
    Real.tendsto_exp_neg_atTop_nhds_zero.comp hs
  have h1 : Tendsto (fun β : ℝ => (β * Δ) ^ 1 * Real.exp (-(β * Δ))) atTop (𝓝 0) :=
    (Real.tendsto_pow_mul_exp_neg_atTop_nhds_zero 1).comp hs
  have h := (h0.const_mul c).add (h1.const_mul (d / Δ))
  simp only [mul_zero, add_zero] at h
  refine h.congr (fun β => ?_)
  have hd : d / Δ * Δ = d := div_mul_cancel₀ d hΔ.ne'
  simp only [pow_one, neg_mul]
  linear_combination β * Real.exp (-(β * Δ)) * hd

/-- At low temperature the Van Vleck average approaches the response `a o + b o * β` of the
ground level, with an error that tends to zero. -/
theorem tendsto_vanVleck_sub_ground {g E : ι → ℝ} (a b : ι → ℝ) {o : ι}
    (hg : ∀ j, 0 < g j) (hE0 : E o = 0) (hE : ∀ j, j ≠ o → 0 < E j) :
    Tendsto (fun β => vanVleck g E a b β - (a o + b o * β)) atTop (𝓝 0) := by
  -- every term of the bound vanishes: the ground term identically, the others exponentially
  have ht : ∀ j, Tendsto (fun β : ℝ =>
      g j * |(a j - a o) + (b j - b o) * β| * Real.exp (-β * E j)) atTop (𝓝 0) := by
    intro j
    by_cases hj : j = o
    · subst hj
      simp
    · have h := ((tendsto_excited (a j - a o) (b j - b o) (hE j hj)).abs).const_mul (g j)
      simp only [abs_zero, mul_zero] at h
      refine h.congr (fun β => ?_)
      rw [abs_mul, abs_of_pos (Real.exp_pos _), mul_assoc]
  have hsum := (tendsto_finsetSum Finset.univ (fun j _ => ht j)).div_const (g o)
  simp only [Finset.sum_const_zero, zero_div] at hsum
  exact squeeze_zero_norm (fun β => abs_vanVleck_sub_ground_le a b hg hE0 β) hsum

/-- If the ground level has no Curie term, the Van Vleck average tends to the
temperature-independent response `a o` of the ground level as `β` tends to infinity. -/
theorem tendsto_vanVleck {g E : ι → ℝ} (a : ι → ℝ) {b : ι → ℝ} {o : ι}
    (hg : ∀ j, 0 < g j) (hE0 : E o = 0) (hE : ∀ j, j ≠ o → 0 < E j) (hb : b o = 0) :
    Tendsto (vanVleck g E a b) atTop (𝓝 (a o)) := by
  have h := (tendsto_vanVleck_sub_ground a b hg hE0 hE).add_const (a o)
  simpa [hb] using h

/-- The Van Vleck average divided by `β` tends to the Curie coefficient of the ground level
at low temperature. -/
theorem tendsto_vanVleck_div {g E : ι → ℝ} (a b : ι → ℝ) {o : ι}
    (hg : ∀ j, 0 < g j) (hE0 : E o = 0) (hE : ∀ j, j ≠ o → 0 < E j) :
    Tendsto (fun β => vanVleck g E a b β / β) atTop (𝓝 (b o)) := by
  have hid : Tendsto (fun β : ℝ => β) atTop atTop := tendsto_id
  have h1 := (tendsto_vanVleck_sub_ground a b hg hE0 hE).div_atTop hid
  have h2 : Tendsto (fun β : ℝ => a o / β) atTop (𝓝 0) := tendsto_const_nhds.div_atTop hid
  have h : Tendsto (fun β => (vanVleck g E a b β - (a o + b o * β)) / β + a o / β + b o)
      atTop (𝓝 (0 + 0 + b o)) := (h1.add h2).add_const (b o)
  simp only [zero_add] at h
  refine h.congr' ?_
  filter_upwards [eventually_gt_atTop (0 : ℝ)] with β hβ
  have hone : β / β = 1 := div_self hβ.ne'
  linear_combination (-b o) * hone

/-- The Van Vleck average has a finite low-temperature limit exactly when the Curie
coefficient of the ground level is zero. -/
theorem finite_limit_iff {g E : ι → ℝ} (a b : ι → ℝ) {o : ι}
    (hg : ∀ j, 0 < g j) (hE0 : E o = 0) (hE : ∀ j, j ≠ o → 0 < E j) :
    (∃ c, Tendsto (vanVleck g E a b) atTop (𝓝 c)) ↔ b o = 0 := by
  constructor
  · rintro ⟨c, hc⟩
    have hid : Tendsto (fun β : ℝ => β) atTop atTop := tendsto_id
    exact tendsto_nhds_unique (tendsto_vanVleck_div a b hg hE0 hE) (hc.div_atTop hid)
  · intro hb
    exact ⟨a o, tendsto_vanVleck a hg hE0 hE hb⟩

/-- For a multiplet `J = 0, …, n` with degeneracies `2J + 1`, energies `lam J(J+1)/2` and Curie
coefficients `γ_J² J(J+1)/3`, where `lam > 0`, the susceptibility tends to `a 0` at low temperature.
-/
theorem tendsto_multiplet (n : ℕ) {lam : ℝ} (hlam : 0 < lam) (a γ : Fin (n + 1) → ℝ) :
    Tendsto (vanVleck (fun J : Fin (n + 1) => 2 * ((J : ℕ) : ℝ) + 1)
      (fun J => lam * ((J : ℕ) : ℝ) * (((J : ℕ) : ℝ) + 1) / 2) a
      (fun J => γ J ^ 2 * ((J : ℕ) : ℝ) * (((J : ℕ) : ℝ) + 1) / 3)) atTop (𝓝 (a 0)) := by
  refine tendsto_vanVleck a (fun J => by positivity) (by simp) (fun J hJ => ?_) (by simp)
  have hpos : 0 < (J : ℕ) := Nat.pos_of_ne_zero (fun h => hJ (Fin.ext h))
  have hJpos : (0 : ℝ) < ((J : ℕ) : ℝ) := Nat.cast_pos.mpr hpos
  positivity

end

end VanVleckIonicMoment
```

```lean
#print axioms VanVleckIonicMoment.tendsto_vanVleck
-- 'VanVleckIonicMoment.tendsto_vanVleck' depends on axioms: [propext, Classical.choice, Quot.sound]
#print axioms VanVleckIonicMoment.finite_limit_iff
-- 'VanVleckIonicMoment.finite_limit_iff' depends on axioms: [propext, Classical.choice, Quot.sound]
#print axioms VanVleckIonicMoment.tendsto_multiplet
-- 'VanVleckIonicMoment.tendsto_multiplet' depends on axioms: [propext, Classical.choice, Quot.sound]
```

## From the bound to the limits

`ground_le_partitionFunction` compares one term with a sum of nonnegative terms, which gives $Z\ge g_o$. `vanVleck_sub_ground` is the subtraction identity, which assumes $Z\ne0$: its proof clears the denominator, distributes $R_o$ over the sum for $Z$, and checks the result term by term with `ring`.

In `abs_vanVleck_sub_ground_le`, `div_le_div₀` combines the two estimates, a larger numerator and a smaller positive denominator. The numerator estimate is the triangle inequality `Finset.abs_sum_le_sum_abs`.

`tendsto_excited` uses the split into $e^{-x}$ and $xe^{-x}$. Mathlib supplies both limits, the second as the case of exponent $1$ of a power times a decaying exponential. The final `linear_combination` uses $(d/\Delta)\Delta=d$ to recover the original expression.

`tendsto_vanVleck_sub_ground` separates $j=o$ from the excited levels, adds the limits with `tendsto_finsetSum`, and squeezes the deviation to zero under the bound. `tendsto_vanVleck` adds back the constant $a_o$ and simplifies with $b_o=0$.

`tendsto_vanVleck_div` follows the three-term decomposition of $\chi/\beta$. It restricts to $\beta>0$, where $\beta/\beta=1$, which is enough for a limit at infinity. `finite_limit_iff` obtains $b_o=0$ from `tendsto_nhds_unique`, and `tendsto_multiplet` verifies the hypotheses of `tendsto_vanVleck` for the multiplet.
